# χ''/χ for a two-channel marginal amplitude at a node of one channel, and its spike for a linear node

The potential that belongs to a marginal nuclear amplitude χ can be recovered by inversion from χ''/χ. If this ratio is sampled on a grid, a coarse spacing can miss a narrow feature. For one nuclear coordinate x of mass M, with real amplitudes and atomic units, the potential at total energy E is

ε(x) = E + χ''(x) / (2M χ(x)).

A narrow feature can arise where one electronic channel has a node and the amplitude of the other, divided by the slope of the first, is a short length. For two given real amplitudes, the results below fix χ''/χ at such a node. For a linear amplitude beside a constant one, they also fix the height, width and area of the spike.

```lean
import Mathlib

open Filter Topology MeasureTheory Real

namespace HunterSpike

noncomputable section
```

## The marginal amplitude and its curvature

Let the molecular state be a(x)φ₁ + b(x)φ₂, with φ₁ and φ₂ orthonormal electronic states at each x. Integrating the density over the electrons leaves a² + b², so the marginal amplitude is

χ = √(a² + b²).

In Lean, `a` and `b` are arbitrary real functions; no Schrödinger equation or normalisation is imposed on them.

```lean
/-- The marginal nuclear amplitude `χ = √(a² + b²)` of a two-channel molecular state with
real channel amplitudes `a` and `b`. -/
def marginal (a b : ℝ → ℝ) (x : ℝ) : ℝ := √(a x ^ 2 + b x ^ 2)
```

The quantity that enters the potential is χ''/χ. Lean's `deriv` returns 0 where no derivative exists, so the theorems about this ratio also assert, through `HasDerivAt`, that `deriv χ` is differentiable at the point. For differentiable channels, `hasDerivAt_marginal` below shows that `deriv χ` is the true slope wherever χ > 0.

```lean
/-- The ratio `χ''/χ` of an amplitude `χ`, meant for points where `χ` is twice differentiable
and nonzero. -/
def curvatureRatio (χ : ℝ → ℝ) (x : ℝ) : ℝ := deriv (deriv χ) x / χ x
```

For the linear node, with a length d, the ratio will turn out to be

d²/(x² + d²)².

```lean
/-- The spike profile `d²/(x² + d²)²`, meant for `d ≠ 0`. -/
def hunterSpike (d x : ℝ) : ℝ := d ^ 2 / (x ^ 2 + d ^ 2) ^ 2
```

Squaring the definition of χ returns the density, because a² + b² is never negative:

χ² = a² + b².

```lean
/-- The marginal density is the sum of the two channel densities. -/
theorem marginal_sq (a b : ℝ → ℝ) (x : ℝ) : marginal a b x ^ 2 = a x ^ 2 + b x ^ 2 :=
  Real.sq_sqrt (by positivity)
```

Differentiating this gives 2χχ' = 2(aa' + bb'). Where χ > 0,

χ' = (aa' + bb')/χ.

The numbers `a₁` and `b₁` are the slopes at the point. The proof differentiates the sum of squares, then the square root, and cancels the 2.

```lean
/-- Where the marginal amplitude is nonzero, its slope is `(a a' + b b')/χ`. -/
theorem hasDerivAt_marginal {a b : ℝ → ℝ} {a₁ b₁ x : ℝ} (ha : HasDerivAt a a₁ x)
    (hb : HasDerivAt b b₁ x) (h : 0 < marginal a b x) :
    HasDerivAt (marginal a b) ((a x * a₁ + b x * b₁) / marginal a b x) x := by
  have h' : 0 < a x ^ 2 + b x ^ 2 := Real.sqrt_pos.mp h
  have hsum : HasDerivAt (fun y => a y ^ 2 + b y ^ 2) (2 * (a x * a₁ + b x * b₁)) x :=
    ((ha.fun_pow 2).fun_add (hb.fun_pow 2)).congr_deriv (by norm_num; ring)
  exact (hsum.sqrt h'.ne').congr_deriv (mul_div_mul_left _ _ two_ne_zero)
```

Differentiating the quotient gives

χ'' = (a'² + b'² + aa'' + bb'')/χ − (aa' + bb')²/χ³.

The Lagrange identity,

(a² + b²)(a'² + b'²) = (aa' + bb')² + (ab' − ba')²,

turns this into

χ'' = χ [ (aa'' + bb'')/χ² + (ab' − ba')²/χ⁴ ].

Here `a'` and `b'` are the first derivatives as functions, required at every x, while `a₂` and `b₂` are second derivatives at `x₀` alone. Differentiating the slope formula requires it to hold around `x₀`; `hev` obtains this from the continuity of χ, which stays positive nearby. The Lagrange identity is `key`.

```lean
/-- Where the marginal amplitude is nonzero, its second derivative is `χ` times the sum of
`(a a'' + b b'')/χ²` and the squared Wronskian of the channels over `χ⁴`. -/
theorem hasDerivAt_deriv_marginal {a b a' b' : ℝ → ℝ} {a₂ b₂ x₀ : ℝ}
    (ha : ∀ x, HasDerivAt a (a' x) x) (hb : ∀ x, HasDerivAt b (b' x) x)
    (ha₂ : HasDerivAt a' a₂ x₀) (hb₂ : HasDerivAt b' b₂ x₀) (h : 0 < marginal a b x₀) :
    HasDerivAt (deriv (marginal a b))
      (marginal a b x₀ * ((a x₀ * a₂ + b x₀ * b₂) / marginal a b x₀ ^ 2
        + (a x₀ * b' x₀ - b x₀ * a' x₀) ^ 2 / marginal a b x₀ ^ 4)) x₀ := by
  have hm := hasDerivAt_marginal (ha x₀) (hb x₀) h
  -- the slope formula holds in a whole neighbourhood, so it can be differentiated again
  have hev : deriv (marginal a b) =ᶠ[𝓝 x₀]
      fun x => (a x * a' x + b x * b' x) / marginal a b x := by
    filter_upwards [hm.continuousAt.eventually (lt_mem_nhds h)] with x hx
    exact (hasDerivAt_marginal (ha x) (hb x) hx).deriv
  have hN := ((ha x₀).fun_mul ha₂).fun_add ((hb x₀).fun_mul hb₂)
  refine ((hN.fun_div hm h.ne').congr_of_eventuallyEq hev).congr_deriv ?_
  -- Lagrange identity for the Wronskian
  have key : (a x₀ * b' x₀ - b x₀ * a' x₀) ^ 2 = (a' x₀ ^ 2 + b' x₀ ^ 2) * marginal a b x₀ ^ 2
      - (a x₀ * a' x₀ + b x₀ * b' x₀) ^ 2 := by
    rw [marginal_sq]; ring
  have hne := h.ne'
  rw [key]
  field_simp
  ring
```

## At the node

Set a(x₀) = 0 with b(x₀) ≠ 0. Then χ² = b² and the Wronskian ab' − ba' reduces to −ba', so

χ''/χ = bb''/b² + b²a'²/b⁴ = a'²/b² + b''/b.

The condition `hb0` says that the channels do not vanish together, which keeps χ positive. The proof substitutes χ² = b² and χ⁴ = b⁴ into the general formula, then divides by χ.

```lean
/-- At a node of channel `a` where channel `b` is nonzero, `deriv χ` has the derivative `χ (a'²/b² +
b''/b)`, and `χ''/χ = a'²/b² + b''/b`. -/
theorem curvatureRatio_at_node {a b a' b' : ℝ → ℝ} {a₂ b₂ x₀ : ℝ}
    (ha : ∀ x, HasDerivAt a (a' x) x) (hb : ∀ x, HasDerivAt b (b' x) x)
    (ha₂ : HasDerivAt a' a₂ x₀) (hb₂ : HasDerivAt b' b₂ x₀)
    (h0 : a x₀ = 0) (hb0 : b x₀ ≠ 0) :
    HasDerivAt (deriv (marginal a b))
      (marginal a b x₀ * (a' x₀ ^ 2 / b x₀ ^ 2 + b₂ / b x₀)) x₀ ∧
    curvatureRatio (marginal a b) x₀ = a' x₀ ^ 2 / b x₀ ^ 2 + b₂ / b x₀ := by
  have hpos : 0 < marginal a b x₀ := Real.sqrt_pos.mpr (by positivity)
  have hm2 : marginal a b x₀ ^ 2 = b x₀ ^ 2 := by rw [marginal_sq, h0]; ring
  have hm4 : marginal a b x₀ ^ 4 = b x₀ ^ 4 := by
    rw [show marginal a b x₀ ^ 4 = (marginal a b x₀ ^ 2) ^ 2 by ring, hm2]; ring
  have key := (hasDerivAt_deriv_marginal ha hb ha₂ hb₂ hpos).congr_deriv
    (show _ = marginal a b x₀ * (a' x₀ ^ 2 / b x₀ ^ 2 + b₂ / b x₀) by
      rw [hm2, hm4, h0]
      congr 1
      field_simp
      ring)
  exact ⟨key, by rw [curvatureRatio, key.deriv, mul_div_cancel_left₀ _ hpos.ne']⟩
```

## The spike of a linear node

Take a = x and b = d ≠ 0. Both second derivatives vanish and the Wronskian is −d, so at every x

χ''/χ = d²/χ⁴ = d²/(x² + d²)².

These amplitudes are not normalisable on the whole line; they model the neighbourhood of a node. A common nonzero constant factor in a and b leaves the ratio unchanged, so d stands for the constant amplitude divided by the slope of the other.

```lean
/-- For a linear channel `a = x` and a constant channel `b = d ≠ 0`, at every `x` `deriv χ` has the
derivative `χ d²/(x² + d²)²`, and `χ''/χ = d²/(x² + d²)²`. -/
theorem curvatureRatio_linear_node {d : ℝ} (hd : d ≠ 0) (x : ℝ) :
    HasDerivAt (deriv (marginal (fun y => y) (fun _ => d)))
      (marginal (fun y => y) (fun _ => d) x * hunterSpike d x) x ∧
    curvatureRatio (marginal (fun y => y) (fun _ => d)) x = hunterSpike d x := by
  have hpos : 0 < marginal (fun y => y) (fun _ => d) x :=
    Real.sqrt_pos.mpr (show 0 < x ^ 2 + d ^ 2 by positivity)
  have hm2 : marginal (fun y => y) (fun _ => d) x ^ 2 = x ^ 2 + d ^ 2 := marginal_sq _ _ x
  have alg : ∀ m : ℝ, m ^ 2 = x ^ 2 + d ^ 2 →
      m * ((x * 0 + d * 0) / m ^ 2 + (x * 0 - d * 1) ^ 2 / m ^ 4) = m * hunterSpike d x := by
    intro m hm
    rw [show m ^ 4 = (m ^ 2) ^ 2 by ring, hm, hunterSpike]
    ring
  have key := (hasDerivAt_deriv_marginal (a := fun y => y) (b := fun _ => d)
    (a' := fun _ => 1) (b' := fun _ => 0) (fun y => hasDerivAt_id' y)
    (fun y => hasDerivAt_const y d) (hasDerivAt_const x (1 : ℝ))
    (hasDerivAt_const x (0 : ℝ)) hpos).congr_deriv (alg _ hm2)
  exact ⟨key, by rw [curvatureRatio, key.deriv, mul_div_cancel_left₀ _ hpos.ne']⟩
```

At x = 0 the value is d²/d⁴ = 1/d². For x ≠ 0, (x² + d²)² > d⁴, so the value is smaller. Lean proves the inequality after clearing denominators.

```lean
/-- The spike has height `1/d²` at `x = 0` and is strictly lower everywhere else. -/
theorem hunterSpike_height {d : ℝ} (hd : d ≠ 0) :
    hunterSpike d 0 = 1 / d ^ 2 ∧ ∀ x, x ≠ 0 → hunterSpike d x < 1 / d ^ 2 := by
  constructor
  · rw [hunterSpike, show (0 : ℝ) ^ 2 + d ^ 2 = d ^ 2 by ring]
    field_simp
  · intro x hx
    have hx2 : 0 < x ^ 2 := by positivity
    have hd2 : 0 < d ^ 2 := by positivity
    rw [hunterSpike, div_lt_div_iff₀ (by positivity) hd2]
    nlinarith [mul_pos hx2 hd2, mul_pos hx2 hx2]
```

Now let d > 0. Half height means

(x² + d²)² = 2d⁴,

x² + d² = √2 d²,

|x| = d√(√2 − 1).

Both sides of the first equation are squares of nonnegative numbers, so `sq_eq_sq₀` justifies taking the root. The converse is substitution.

```lean
/-- The spike falls to half its height exactly at distance `d √(√2 - 1)` from the node. -/
theorem hunterSpike_half_width {d : ℝ} (hd : 0 < d) (x : ℝ) :
    hunterSpike d x = 1 / d ^ 2 / 2 ↔ |x| = d * √(√2 - 1) := by
  have h2 : √2 ^ 2 = (2 : ℝ) := Real.sq_sqrt (by norm_num)
  have h1 : 1 < √2 := Real.lt_sqrt_of_sq_lt (by norm_num)
  have hw : √(√2 - 1) ^ 2 = √2 - 1 := Real.sq_sqrt (by linarith)
  rw [hunterSpike, div_div, div_eq_div_iff (by positivity) (by positivity)]
  constructor
  · intro h
    have hs : (x ^ 2 + d ^ 2) ^ 2 = (√2 * d ^ 2) ^ 2 := by
      rw [mul_pow, h2]; linarith
    have hs' := (sq_eq_sq₀ (by positivity) (by positivity)).mp hs
    have hx : |x| ^ 2 = (d * √(√2 - 1)) ^ 2 := by
      rw [sq_abs, mul_pow, hw]; linarith
    exact (sq_eq_sq₀ (abs_nonneg x) (by positivity)).mp hx
  · intro h
    have hx : x ^ 2 = d ^ 2 * (√2 - 1) := by rw [← sq_abs x, h, mul_pow, hw]
    rw [hx]
    linear_combination (-d ^ 4) * h2
```

For the area, use

F(x) = ½[x/(x² + d²) + arctan(x/d)/d],

F'(x) = ½[(d² − x²)/(x² + d²)² + 1/(x² + d²)] = d²/(x² + d²)².

Since |x/(x² + d²)| ≤ 1/|x| for x ≠ 0, the rational term vanishes at both ends, and F tends to ±π/(4d). The area is the difference, π/(2d). In the proof, `hF` checks the antiderivative, `hint` bounds the spike by the Lorentzian 1/(x² + d²) to make it integrable, and `hrat` supplies the vanishing limits.

```lean
/-- The area under the spike is `π/(2d)`. -/
theorem hunterSpike_area {d : ℝ} (hd : 0 < d) : ∫ x, hunterSpike d x = π / (2 * d) := by
  have hpos : ∀ x : ℝ, 0 < x ^ 2 + d ^ 2 := fun x => by positivity
  have e : ∀ x : ℝ, 1 + (x / d) ^ 2 = (x ^ 2 + d ^ 2) / d ^ 2 := fun x => by
    rw [div_pow, add_div, div_self (pow_ne_zero 2 hd.ne'), add_comm]
  -- an explicit antiderivative
  have hF : ∀ x, HasDerivAt (fun y => (y / (y ^ 2 + d ^ 2) + arctan (y / d) / d) / 2)
      (hunterSpike d x) x := by
    intro x
    have hq : HasDerivAt (fun y : ℝ => y ^ 2 + d ^ 2) (2 * x) x :=
      ((hasDerivAt_pow 2 x).add_const (d ^ 2)).congr_deriv (by norm_num)
    have hne := (hpos x).ne'
    refine ((((hasDerivAt_id' x).fun_div hq hne).fun_add
      (((hasDerivAt_id' x).div_const d).arctan.div_const d)).div_const 2).congr_deriv ?_
    rw [e, hunterSpike]
    field_simp
    ring
  -- integrability by comparison with a Lorentzian
  have hint : Integrable (hunterSpike d) := by
    refine ((integrable_inv_one_add_sq.comp_div hd.ne').const_mul (1 / d ^ 2)).mono' ?_ ?_
    · have hc : Continuous (fun x : ℝ => d ^ 2 / (x ^ 2 + d ^ 2) ^ 2) :=
        Continuous.div (by fun_prop) (by fun_prop) (fun x => (pow_pos (hpos x) 2).ne')
      exact hc.aestronglyMeasurable
    · refine Eventually.of_forall fun x => ?_
      have hr : 1 / d ^ 2 * (1 + (x / d) ^ 2)⁻¹ = 1 / (x ^ 2 + d ^ 2) := by
        have hne := (hpos x).ne'
        rw [e]
        field_simp
      have hn : 0 ≤ hunterSpike d x := by unfold hunterSpike; positivity
      rw [Real.norm_of_nonneg hn, hr, hunterSpike,
        div_le_div_iff₀ (pow_pos (hpos x) 2) (hpos x)]
      nlinarith [mul_nonneg (sq_nonneg x) (hpos x).le]
  -- the rational part of the antiderivative vanishes at both ends
  have hrat : ∀ l : Filter ℝ, Tendsto (fun x : ℝ => x⁻¹) l (𝓝 0) →
      Tendsto (fun x : ℝ => x / (x ^ 2 + d ^ 2)) l (𝓝 0) := by
    intro l hl
    have hl' := hl.norm
    rw [norm_zero] at hl'
    refine squeeze_zero_norm (fun x => ?_) hl'
    rcases eq_or_ne x 0 with rfl | hx
    · simp
    · rw [Real.norm_eq_abs, Real.norm_eq_abs, abs_div, abs_inv, abs_of_pos (hpos x), ← one_div,
        div_le_div_iff₀ (hpos x) (abs_pos.mpr hx)]
      nlinarith [abs_mul_abs_self x, sq_nonneg d]
  have htop := ((hrat atTop tendsto_inv_atTop_zero).add
    (((tendsto_arctan_atTop.mono_right nhdsWithin_le_nhds).comp
      (tendsto_id.atTop_div_const hd)).div_const d)).div_const 2
  have hbot := ((hrat atBot tendsto_inv_atBot_zero).add
    (((tendsto_arctan_atBot.mono_right nhdsWithin_le_nhds).comp
      (tendsto_id.atBot_div_const hd)).div_const d)).div_const 2
  rw [integral_of_hasDerivAt_of_tendsto hF hint hbot htop]
  field_simp
  ring

end

end HunterSpike
```

```lean
#print axioms HunterSpike.curvatureRatio_at_node
#print axioms HunterSpike.curvatureRatio_linear_node
#print axioms HunterSpike.hunterSpike_half_width
#print axioms HunterSpike.hunterSpike_area
```

```
'HunterSpike.curvatureRatio_at_node' depends on axioms: [propext, Classical.choice, Quot.sound]
'HunterSpike.curvatureRatio_linear_node' depends on axioms: [propext, Classical.choice, Quot.sound]
'HunterSpike.hunterSpike_half_width' depends on axioms: [propext, Classical.choice, Quot.sound]
'HunterSpike.hunterSpike_area' depends on axioms: [propext, Classical.choice, Quot.sound]
```

## A spike with d = 0.1 bohr

The height is 1/0.01 = 100 bohr⁻², the half-width is 0.1 × 0.6436 ≈ 0.064 bohr, and the area is π/0.2 ≈ 15.7 bohr⁻¹. For M = 1000 electron masses, the peak adds 100/2000 = 0.05 hartree to the potential.

On a grid of spacing 0.2 bohr with points at x = ±0.1 bohr, the largest exact value of χ''/χ at a grid point is

0.01/(0.02)² = 25 bohr⁻²,

a quarter of the true height.
